# For nonnegative populations with sum one, the entropic atom number is at least the participation number

Q: You model an orbital as a list of nonnegative numbers, one per atom, with sum 1. There is no wavefunction, no basis and no overlap matrix. Where is the physics?

A: In the populations. Write Q_A for the share of one normalised orbital that is assigned to atom A, with M atoms in all. Both measures of spread that I compare depend on the orbital only through these numbers, so the theorem starts from them. The atoms form a finite type `ι`, and the populations are a function `Q : ι → ℝ`.

```lean
import Mathlib

namespace EntropicLocalisation

noncomputable section

variable {ι : Type*} [Fintype ι]
```

Q: Mulliken populations of a single orbital can be negative.

A: Then the theorem doesn't apply to them. Nonnegativity is assumed, not derived from a partitioning scheme. Löwdin populations satisfy it, because each is a sum of squared moduli of coefficients in an orthonormal basis. The other condition, sum 1, expresses the normalisation of the orbital. It also rules out M = 0, since an empty sum is 0.

```lean
/-- Atomic populations of one normalised orbital: nonnegative numbers that sum to one. -/
structure IsPopulation (Q : ι → ℝ) : Prop where
  nonneg : ∀ A, 0 ≤ Q A
  sum_one : ∑ A, Q A = 1
```

Q: And the entropy? An atom with no population gives 0 log 0.

A: The entropy is

S = −∑ Q_A log Q_A,

with the natural logarithm. Lean sets `Real.log 0 = 0`, and the factor Q_A = 0 removes the term in any case, which is the usual convention.

```lean
/-- The population entropy `S = -∑ Q_A log Q_A`, with `0 log 0 = 0`. -/
def entropy (Q : ι → ℝ) : ℝ := -∑ A, Q A * Real.log (Q A)
```

Q: What do you compare it with?

A: With the sum of squares

P = ∑ Q_A²,

called `squareSum`. Summed over the occupied orbitals, this is the quantity that Pipek–Mezey localisation maximises; the result here concerns one orbital at a time, with nonnegative populations.

```lean
/-- The sum of the squared atomic populations of the orbital. -/
def squareSum (Q : ι → ℝ) : ℝ := ∑ A, Q A ^ 2
```

Each measure gives an effective number of atoms: exp S from the entropy and 1/P from the squares.

```lean
/-- The number of participating atoms measured by the entropy, `exp S`. -/
def entropicNumber (Q : ι → ℝ) : ℝ := Real.exp (entropy Q)

/-- The number of participating atoms measured by the squared populations, `1 / ∑ Q_A²`. -/
def participationNumber (Q : ι → ℝ) : ℝ := 1 / squareSum Q
```

The name "inverse participation ratio" is used both for P and for 1/P. Here the atom count is 1/P, and the code calls it `participationNumber`. I also need the set of atoms with nonzero population.

```lean
/-- The atoms that carry a nonzero population. -/
def occupied (Q : ι → ℝ) : Finset ι := Finset.univ.filter (fun A => Q A ≠ 0)
```

Q: Show me why the two counts are ordered.

A: Everything comes from log x ≤ x − 1 for x > 0, which is strict unless x = 1. Take q > 0 and c > 0, put x = q/c and multiply by q:

q log q ≤ q log c + q²/c − q.

As functions of q, the two sides touch at q = c. The lemma records the strict inequality away from that point.

```lean
/-- For a positive population `q` different from `c > 0`, the term `q log q` lies strictly
below `q log c + q²/c - q`. -/
theorem mul_log_lt_tangent {q c : ℝ} (hq : 0 < q) (hc : 0 < c) (hne : q ≠ c) :
    q * Real.log q < q * Real.log c + q ^ 2 / c - q := by
  have h1 : q / c ≠ 1 := fun h => hne ((div_eq_one_iff_eq hc.ne').mp h)
  have h2 := Real.log_lt_sub_one_of_pos (div_pos hq hc) h1
  rw [Real.log_div hq.ne' hc.ne'] at h2
  have h3 := mul_lt_mul_of_pos_left h2 hq
  have h4 : q * (q / c - 1) = q ^ 2 / c - q := by ring
  rw [h4, mul_sub] at h3
  linarith
```

Putting x = u/q instead, with u > 0, gives a second bound:

q log u ≤ q log q + u − q.

At q = 0 it reads 0 ≤ u, which is strict, so this lemma admits empty atoms. Its proof treats that case separately.

```lean
/-- For a nonnegative population `q` different from a reference `u > 0`, the term `q log u`
lies strictly below `q log q + u - q`. -/
theorem mul_log_reference_lt {q u : ℝ} (hq : 0 ≤ q) (hu : 0 < u) (hne : q ≠ u) :
    q * Real.log u < q * Real.log q + u - q := by
  rcases hq.eq_or_lt with h0 | hpos
  · rw [← h0]
    simpa using hu
  · have h1 : u / q ≠ 1 := fun h => hne ((div_eq_one_iff_eq hpos.ne').mp h).symm
    have h2 := Real.log_lt_sub_one_of_pos (div_pos hu hpos) h1
    rw [Real.log_div hu.ne' hpos.ne'] at h2
    have h3 := mul_lt_mul_of_pos_left h2 hpos
    have h4 : q * (u / q - 1) = u - q := by
      rw [mul_sub, mul_div_cancel₀ u hpos.ne', mul_one]
    rw [h4, mul_sub] at h3
    linarith
```

Q: You will want c = P in the first bound. Is P positive?

A: Yes. If no population were positive, their sum could not be 1. So some Q_A is positive, and its square makes P positive.

```lean
/-- The sum of squared populations of a normalised orbital is positive. -/
theorem squareSum_pos {Q : ι → ℝ} (hQ : IsPopulation Q) : 0 < squareSum Q := by
  have hex : ∃ A, 0 < Q A := by
    by_contra h
    have h1 : ∑ A, Q A ≤ 0 :=
      Finset.sum_nonpos (fun A _ => not_lt.mp (fun hA => h ⟨A, hA⟩))
    rw [hQ.sum_one] at h1
    linarith
  obtain ⟨A, hA⟩ := hex
  exact Finset.sum_pos' (fun B _ => sq_nonneg (Q B)) ⟨A, Finset.mem_univ A, pow_pos hA 2⟩
```

Now set q = Q_A and c = P, and sum over the atoms. An empty atom contributes 0 to both sides. Since ∑ Q_A = 1 and ∑ Q_A² = P,

−S ≤ log P + P/P − 1 = log P.

In the code, `hsum` evaluates the right-hand side and `hle` is the bound atom by atom. The second half of the statement says that a single nonzero population different from P makes the inequality strict.

```lean
/-- The negative entropy is at most the logarithm of the sum of squared populations, and it is
strictly smaller if some nonzero population differs from that sum. -/
theorem neg_entropy_le_log {Q : ι → ℝ} (hQ : IsPopulation Q) :
    -entropy Q ≤ Real.log (squareSum Q) ∧
      ((∃ A, Q A ≠ 0 ∧ Q A ≠ squareSum Q) → -entropy Q < Real.log (squareSum Q)) := by
  have hP := squareSum_pos hQ
  -- the tangent bounds add up to log P, by normalisation
  have hsum : ∑ A, (Q A * Real.log (squareSum Q) + Q A ^ 2 / squareSum Q - Q A)
      = Real.log (squareSum Q) := by
    rw [Finset.sum_sub_distrib, Finset.sum_add_distrib, ← Finset.sum_mul, ← Finset.sum_div,
      hQ.sum_one]
    change 1 * Real.log (squareSum Q) + squareSum Q / squareSum Q - 1 = _
    rw [div_self hP.ne']
    ring
  have hle : ∀ A ∈ Finset.univ, Q A * Real.log (Q A) ≤
      Q A * Real.log (squareSum Q) + Q A ^ 2 / squareSum Q - Q A := by
    intro A _
    by_cases h0 : Q A = 0
    · simp [h0]
    by_cases h1 : Q A = squareSum Q
    · have h2 : squareSum Q ^ 2 / squareSum Q = squareSum Q := by
        rw [pow_two, mul_div_assoc, div_self hP.ne', mul_one]
      rw [h1, h2]
      linarith
    · exact (mul_log_lt_tangent (lt_of_le_of_ne (hQ.nonneg A) (Ne.symm h0)) hP h1).le
  rw [entropy, neg_neg]
  constructor
  · exact (Finset.sum_le_sum hle).trans_eq hsum
  · rintro ⟨A, h0, h1⟩
    exact (Finset.sum_lt_sum hle ⟨A, Finset.mem_univ A, mul_log_lt_tangent
      (lt_of_le_of_ne (hQ.nonneg A) (Ne.symm h0)) hP h1⟩).trans_eq hsum
```

Q: That bounds the entropy from below. What about S ≤ log M?

A: Let n be the number of occupied atoms. Use the second bound with u = 1/n and sum over those atoms only:

−log n ≤ −S + n·(1/n) − 1 = −S.

Hence S ≤ log n. The facts `hs1` and `hs2` say that leaving out the empty atoms changes neither the total population nor the entropy sum. The lemma also gives n > 0.

```lean
/-- The entropy is at most the logarithm of the number of atoms with nonzero population. -/
theorem entropy_le_log_occupied {Q : ι → ℝ} (hQ : IsPopulation Q) :
    0 < (occupied Q).card ∧ entropy Q ≤ Real.log ((occupied Q).card : ℝ) := by
  -- empty atoms contribute neither population nor entropy
  have hs1 : ∑ A ∈ occupied Q, Q A = 1 := by
    rw [← hQ.sum_one]
    exact Finset.sum_filter_of_ne (fun A _ h => h)
  have hs2 : ∑ A ∈ occupied Q, Q A * Real.log (Q A) = ∑ A, Q A * Real.log (Q A) :=
    Finset.sum_filter_of_ne (fun A _ h h0 => h (by simp [h0]))
  have hcard : 0 < (occupied Q).card := by
    rcases (occupied Q).eq_empty_or_nonempty with h | h
    · rw [h, Finset.sum_empty] at hs1
      exact absurd hs1 zero_ne_one
    · exact Finset.card_pos.mpr h
  refine ⟨hcard, ?_⟩
  have hn : (0 : ℝ) < ((occupied Q).card : ℝ) := Nat.cast_pos.mpr hcard
  have hu := inv_pos.mpr hn
  -- compare with the uniform distribution over the occupied atoms
  have hle : ∑ A ∈ occupied Q, Q A * Real.log (((occupied Q).card : ℝ)⁻¹) ≤
      ∑ A ∈ occupied Q, (Q A * Real.log (Q A) + ((occupied Q).card : ℝ)⁻¹ - Q A) := by
    refine Finset.sum_le_sum (fun A _ => ?_)
    by_cases h : Q A = ((occupied Q).card : ℝ)⁻¹
    · rw [h]
      linarith
    · exact (mul_log_reference_lt (hQ.nonneg A) hu h).le
  rw [← Finset.sum_mul, Finset.sum_sub_distrib, Finset.sum_add_distrib, Finset.sum_const,
    nsmul_eq_mul, mul_inv_cancel₀ hn.ne', hs1, hs2, Real.log_inv] at hle
  rw [entropy]
  linarith
```

Q: So what does the main theorem say, in words?

A: For every Q that satisfies `IsPopulation`, three things hold:

exp(−S) ≤ P,
S ≤ log M,
1/P ≤ exp S.

The first is the exponential of −S ≤ log P. The second follows from S ≤ log n and n ≤ M, where M is `Fintype.card ι`. For the third, multiply the first by exp S, which gives

1 = exp S · exp(−S) ≤ exp S · P,

and divide by P. The `calc` block is this line.

```lean
/-- For populations over `M` atoms, `exp(-S) ≤ ∑ Q_A²` and `S ≤ log M`, and the entropic number
of participating atoms is at least `1 / ∑ Q_A²`. -/
theorem entropic_localisation_bounds {Q : ι → ℝ} (hQ : IsPopulation Q) :
    Real.exp (-entropy Q) ≤ squareSum Q ∧
      entropy Q ≤ Real.log (Fintype.card ι : ℝ) ∧
      participationNumber Q ≤ entropicNumber Q := by
  have hP := squareSum_pos hQ
  have h1 : Real.exp (-entropy Q) ≤ squareSum Q :=
    (Real.exp_le_exp.mpr (neg_entropy_le_log hQ).1).trans_eq (Real.exp_log hP)
  obtain ⟨hc, hS⟩ := entropy_le_log_occupied hQ
  refine ⟨h1, hS.trans (Real.log_le_log (Nat.cast_pos.mpr hc)
    (Nat.cast_le.mpr (Finset.card_le_univ _))), ?_⟩
  rw [participationNumber, entropicNumber, div_le_iff₀ hP]
  calc (1 : ℝ) = Real.exp (entropy Q) * Real.exp (-entropy Q) := by
        rw [← Real.exp_add, add_neg_cancel, Real.exp_zero]
    _ ≤ Real.exp (entropy Q) * squareSum Q :=
        mul_le_mul_of_nonneg_left h1 (Real.exp_pos _).le
```

Q: Try the smallest case. I have one atom.

A: Then Q_A = 1, S = 0 and P = 1, so both counts equal 1 and log M = 0. All three inequalities become equalities. For larger M, an orbital that sits entirely on one atom still has both counts equal to 1, but S = 0 is then below log M.

Q: When do the two counts agree in general?

A: Exactly when every population is either 0 or P. With n occupied atoms this means nP = 1, so the orbital is spread evenly over the atoms that it occupies, and both counts equal n. In one direction, an atom that violates the condition triggers the strict inequality −S < log P, which contradicts equal counts. In the other, log Q_A can be replaced by log P in every term that contributes, and S = −log P follows.

```lean
/-- The two numbers of participating atoms agree exactly when every population is either zero
or equal to the sum of squared populations. -/
theorem entropicNumber_eq_iff {Q : ι → ℝ} (hQ : IsPopulation Q) :
    entropicNumber Q = participationNumber Q ↔ ∀ A, Q A = 0 ∨ Q A = squareSum Q := by
  constructor
  · intro h A
    by_contra hne
    have hlt := (neg_entropy_le_log hQ).2 ⟨A, not_or.mp hne⟩
    have hlog := congrArg Real.log h
    rw [entropicNumber, participationNumber, Real.log_exp, one_div, Real.log_inv] at hlog
    linarith
  · intro h
    have hS : entropy Q = -Real.log (squareSum Q) := by
      have h1 : ∑ A, Q A * Real.log (Q A) = ∑ A, Q A * Real.log (squareSum Q) := by
        refine Finset.sum_congr rfl (fun A _ => ?_)
        rcases h A with h0 | h0
        · simp only [h0, zero_mul]
        · rw [h0]
      rw [entropy, h1, ← Finset.sum_mul, hQ.sum_one, one_mul]
    rw [entropicNumber, participationNumber, hS, Real.exp_neg,
      Real.exp_log (squareSum_pos hQ), one_div]
```

Q: And when does the entropy reach log M?

A: Exactly when every Q_A is 1/M. The proof uses the second scalar bound again, now with u = 1/M and summed over all atoms, empty ones included. One population different from 1/M makes the sum strict, so S < log M. Conversely, inserting Q_A = 1/M gives S = log M directly.

```lean
/-- The entropy reaches `log M` exactly when the orbital is spread evenly over all `M` atoms. -/
theorem entropy_eq_log_card_iff {Q : ι → ℝ} (hQ : IsPopulation Q) :
    entropy Q = Real.log (Fintype.card ι : ℝ) ↔ ∀ A, Q A = (Fintype.card ι : ℝ)⁻¹ := by
  have hM : (0 : ℝ) < (Fintype.card ι : ℝ) :=
    Nat.cast_pos.mpr ((entropy_le_log_occupied hQ).1.trans_le (Finset.card_le_univ _))
  constructor
  · intro h A
    by_contra hne
    -- one uneven atom makes the comparison with the uniform distribution strict
    have hlt : ∑ B, Q B * Real.log ((Fintype.card ι : ℝ)⁻¹) <
        ∑ B, (Q B * Real.log (Q B) + (Fintype.card ι : ℝ)⁻¹ - Q B) := by
      refine Finset.sum_lt_sum (fun B _ => ?_) ⟨A, Finset.mem_univ A,
        mul_log_reference_lt (hQ.nonneg A) (inv_pos.mpr hM) hne⟩
      by_cases hB : Q B = (Fintype.card ι : ℝ)⁻¹
      · rw [hB]
        linarith
      · exact (mul_log_reference_lt (hQ.nonneg B) (inv_pos.mpr hM) hB).le
    rw [← Finset.sum_mul, Finset.sum_sub_distrib, Finset.sum_add_distrib, Finset.sum_const,
      nsmul_eq_mul, Finset.card_univ, mul_inv_cancel₀ hM.ne', hQ.sum_one, Real.log_inv] at hlt
    rw [entropy] at h
    linarith
  · intro h
    have h1 : ∑ A, Q A * Real.log (Q A) = ∑ A, Q A * Real.log ((Fintype.card ι : ℝ)⁻¹) :=
      Finset.sum_congr rfl (fun A _ => by rw [h A])
    rw [entropy, h1, ← Finset.sum_mul, hQ.sum_one, one_mul, Real.log_inv, neg_neg]
```

Q: Give me numbers for an uneven orbital.

A: Take three atoms with populations 1/2, 1/4 and 1/4. Then

P = 1/4 + 1/16 + 1/16 = 3/8, so 1/P = 8/3 ≈ 2.67,
S = (1/2) log 2 + 2·(1/4)·(2 log 2) = (3/2) log 2 ≈ 1.040,
exp S = 2√2 ≈ 2.83.

The entropic count is the larger of the two, and both stay below 3. The last theorem checks that these populations are admissible, and it confirms the exact values of 1/P and S.

```lean
/-- The populations 1/2, 1/4, 1/4 on three atoms have participation number 8/3 and
entropy (3/2) log 2. -/
theorem three_atom_witness :
    IsPopulation (![1 / 2, 1 / 4, 1 / 4] : Fin 3 → ℝ) ∧
      participationNumber (![1 / 2, 1 / 4, 1 / 4] : Fin 3 → ℝ) = 8 / 3 ∧
      entropy (![1 / 2, 1 / 4, 1 / 4] : Fin 3 → ℝ) = 3 / 2 * Real.log 2 := by
  refine ⟨⟨?_, ?_⟩, ?_, ?_⟩
  · intro A
    fin_cases A <;> norm_num
  · rw [Fin.sum_univ_three]
    change (1 / 2 : ℝ) + 1 / 4 + 1 / 4 = 1
    norm_num
  · rw [participationNumber, squareSum, Fin.sum_univ_three]
    change 1 / ((1 / 2 : ℝ) ^ 2 + (1 / 4) ^ 2 + (1 / 4) ^ 2) = 8 / 3
    norm_num
  · have h2 : Real.log (1 / 2) = -Real.log 2 := by rw [one_div, Real.log_inv]
    have h4 : Real.log (1 / 4) = -Real.log 2 + -Real.log 2 := by
      rw [← h2, ← Real.log_mul (by norm_num) (by norm_num)]
      norm_num
    rw [entropy, Fin.sum_univ_three]
    change -((1 / 2 : ℝ) * Real.log (1 / 2) + 1 / 4 * Real.log (1 / 4)
      + 1 / 4 * Real.log (1 / 4)) = 3 / 2 * Real.log 2
    rw [h2, h4]
    ring

end

end EntropicLocalisation
```

```lean
#print axioms EntropicLocalisation.entropic_localisation_bounds
-- 'EntropicLocalisation.entropic_localisation_bounds' depends on axioms: [propext, Classical.choice, Quot.sound]
#print axioms EntropicLocalisation.entropicNumber_eq_iff
-- 'EntropicLocalisation.entropicNumber_eq_iff' depends on axioms: [propext, Classical.choice, Quot.sound]
#print axioms EntropicLocalisation.entropy_eq_log_card_iff
-- 'EntropicLocalisation.entropy_eq_log_card_iff' depends on axioms: [propext, Classical.choice, Quot.sound]
```

Q: Does the ordering tell me that both measures select the same localised orbitals?

A: No. It compares two numbers for one fixed set of populations. Maximising the sum of P over the orbitals and minimising the sum of S, both over orbital rotations, are separate optimisation problems, and their solutions may differ.
